# The kinetic matrix diag(1/m) K is symmetric only for equal masses, yet all its eigenvalues are real and positive whenever the masses are positive

An electron in a layered semiconductor has an effective mass that changes from layer to layer, and a finite-difference calculation of its levels must decide where on the grid that mass lives. It can sit on the sites, as a factor $1/m_i$ in front of the second difference, or on the links between sites, inside the difference. The first choice discretises $-\frac{1}{m}\frac{d^2}{dx^2}$ and is called naive here. The second discretises the BenDaniel-Duke operator $-\frac{d}{dx}\frac{1}{m}\frac{d}{dx}$, which goes with continuity of $\psi'/m$ at an interface.

The naive matrix is symmetric exactly when all site masses agree. For positive masses its eigenvalues are nevertheless real and positive, equal masses or not. For one particle in one band, with no potential between hard walls, a real positive spectrum is therefore no evidence that the discretised Hamiltonian is Hermitian.

```lean
import Mathlib

open Matrix

namespace NaiveMassDiscretisation

noncomputable section
```

## Sites, links and two places for the mass

Take $N$ interior sites $i = 0,\dots,N-1$ with spacing $a$, and let the amplitude $v_i$ vanish at the wall positions $-1$ and $N$. The hard walls stand for infinitely high barriers. The negative second difference, without its factor $1/a^2$, is

$$(Kv)_i = 2v_i - v_{i-1} - v_{i+1}, \qquad v_{-1} = v_N = 0 .$$

In Lean a site is an element of `Fin N`, and `kinetic N` is the real matrix $K$ given by its entries. It contains no mass.

```lean
/-- The second-difference matrix on `N` sites between hard walls: `2` on the diagonal,
`-1` between nearest neighbours. -/
def kinetic (N : ℕ) : Matrix (Fin N) (Fin N) ℝ :=
  Matrix.of fun i j =>
    if i = j then 2 else if i.val + 1 = j.val ∨ j.val + 1 = i.val then -1 else 0
```

There are $N+1$ links, counting those to the walls. Link $k$ joins position $k-1$ to position $k$, and the jump across it is

$$(Dv)_k = v_k - v_{k-1}, \qquad k = 0,\dots,N .$$

Site $i$ thus enters link $i$ with $+1$ and link $i+1$ with $-1$. These two links are written `i.castSucc` and `i.succ` in `linkDiff`, the matrix $D$.

```lean
/-- The link-difference matrix: it sends site amplitudes to their jumps across the `N + 1`
links, the amplitude being zero at both walls. -/
def linkDiff (N : ℕ) : Matrix (Fin (N + 1)) (Fin N) ℝ :=
  Matrix.of fun k i => (if k = i.castSucc then 1 else 0) - (if k = i.succ then 1 else 0)
```

With site masses $m_i$, the naive matrix is

$$A = \mathrm{diag}(1/m)\,K, \qquad A_{ij} = K_{ij}/m_i .$$

If $m_i$ is measured in units of the free-electron mass $m_e$, an eigenvalue $\mu$ of $A$ corresponds to the energy $\hbar^2\mu/(2m_ea^2)$. The letter $\mu$ denotes this dimensionless eigenvalue throughout, not a chemical potential or a reduced mass.

```lean
/-- The naive variable-mass kinetic matrix `diag(1/m) K`, for nonzero site masses `m`. -/
def naive {N : ℕ} (m : Fin N → ℝ) : Matrix (Fin N) (Fin N) ℝ :=
  Matrix.diagonal (fun i => (m i)⁻¹) * kinetic N
```

With masses $M_k$ on the links instead, the matrix is $B = D^{\mathsf T}\mathrm{diag}(1/M)\,D$, or

$$(Bv)_i = \frac{v_i - v_{i-1}}{M_i} - \frac{v_{i+1} - v_i}{M_{i+1}} .$$

The name BenDaniel-Duke usually refers to the continuum operator and its matching condition; `benDanielDuke` is this finite matrix. Both definitions accept any real masses, but they have their physical meaning only for nonzero ones, since Lean sets $0^{-1} = 0$.

```lean
/-- The BenDaniel-Duke kinetic matrix `Dᵀ diag(1/M) D`, for nonzero masses `M` that live on
the links between sites. -/
def benDanielDuke {N : ℕ} (M : Fin (N + 1) → ℝ) : Matrix (Fin N) (Fin N) ℝ :=
  (linkDiff N)ᵀ * Matrix.diagonal (fun k => (M k)⁻¹) * linkDiff N
```

The theorems concern these matrices at fixed $N$. Whether their eigenvalues approach the levels of a real heterostructure as $a \to 0$ is a separate question, which the hypotheses leave open.

## The second difference as a product of first differences

Multiplying out the entries of $D$ gives

$$(D^{\mathsf T}D)_{ij} = \sum_{k=0}^{N} (\delta_{k,i} - \delta_{k,i+1})(\delta_{k,j} - \delta_{k,j+1}) = 2\delta_{ij} - \delta_{i,j+1} - \delta_{i+1,j} = K_{ij} .$$

The first `simp only` carries out the sum over links and leaves the Kronecker deltas. The case split then compares both sides for every relative position of $i$ and $j$.

```lean
/-- The second-difference matrix is the link-difference matrix multiplied from the left by its
transpose. -/
theorem kinetic_eq (N : ℕ) : kinetic N = (linkDiff N)ᵀ * linkDiff N := by
  ext i j
  have h1 : ∀ a : Fin N, (a.castSucc : Fin (N + 1)).val = a.val := fun _ => rfl
  -- the sum over links leaves four Kronecker deltas
  simp only [Matrix.mul_apply, Matrix.transpose_apply, linkDiff, Matrix.of_apply, sub_mul,
    mul_sub, Finset.sum_sub_distrib, ite_mul, one_mul, zero_mul, Finset.sum_ite_eq',
    Finset.mem_univ, if_true]
  simp only [kinetic, Matrix.of_apply, Fin.ext_iff, h1, Fin.val_succ]
  split_ifs <;> first | omega | norm_num
```

Symmetry follows by transposing the product: $K^{\mathsf T} = (D^{\mathsf T}D)^{\mathsf T} = D^{\mathsf T}D = K$.

```lean
/-- The second-difference matrix is symmetric. -/
theorem kinetic_isSymm (N : ℕ) : (kinetic N).IsSymm := by
  unfold Matrix.IsSymm
  rw [kinetic_eq, Matrix.transpose_mul, Matrix.transpose_transpose]
```

## Symmetry forces equal masses

For neighbouring sites,

$$A_{i,i+1} = -\frac{1}{m_i}, \qquad A_{i+1,i} = -\frac{1}{m_{i+1}} .$$

If $A$ is symmetric, these entries agree and $m_{i+1} = m_i$. Going along the chain from site $0$, every mass equals $m_0$, the mass on the first site. Conversely, if all masses have a common value, $A$ is a multiple of the symmetric matrix $K$.

In the proof, `key` is the induction along the chain. Its step evaluates the two off-diagonal entries of $K$ as $-1$ and cancels the inverses. With a single site there is nothing to compare, and both sides of the equivalence hold.

```lean
/-- The naive kinetic matrix is symmetric if and only if all site masses are equal. -/
theorem naive_isSymm_iff {N : ℕ} (m : Fin N → ℝ) :
    (naive m).IsSymm ↔ ∀ i j, m i = m j := by
  constructor
  · intro h
    -- equality of masses propagates from the first site along the chain
    have key : ∀ k (hk : k < N), m ⟨k, hk⟩ = m ⟨0, by omega⟩ := by
      intro k
      induction k with
      | zero => intro hk; rfl
      | succ k ih =>
        intro hk
        have e := h.apply ⟨k, by omega⟩ ⟨k + 1, hk⟩
        simp only [naive, Matrix.diagonal_mul] at e
        have k1 : kinetic N ⟨k + 1, hk⟩ ⟨k, by omega⟩ = -1 := by
          simp [kinetic]
        have k2 : kinetic N ⟨k, by omega⟩ ⟨k + 1, hk⟩ = -1 := by
          simp [kinetic]
        rw [k1, k2] at e
        have e' : (m ⟨k + 1, hk⟩)⁻¹ = (m ⟨k, by omega⟩)⁻¹ := by linarith
        exact (inv_injective e').trans (ih (by omega))
    intro i j
    exact (key i.val i.isLt).trans (key j.val j.isLt).symm
  · intro h
    apply Matrix.IsSymm.ext
    intro i j
    simp only [naive, Matrix.diagonal_mul]
    rw [h j i, (kinetic_isSymm N).apply i j]
```

## Real, positive eigenvalues

From here on the site masses are positive, as for electrons near the minimum of a conduction band. Multiplying row $i$ of $A$ by $m_i$ removes the mass again:

$$\mathrm{diag}(m)\,A = K .$$

The eigenvalue equation $Av = \mu v$ is therefore the generalised problem $Kv = \mu\,\mathrm{diag}(m)\,v$, with a symmetric matrix on the left and a positive weight on the right.

```lean
/-- For positive masses, multiplying the naive kinetic matrix by the mass matrix gives back
the second-difference matrix. -/
theorem mass_mul_naive {N : ℕ} {m : Fin N → ℝ} (hm : ∀ i, 0 < m i) :
    Matrix.diagonal m * naive m = kinetic N := by
  ext i j
  simp only [naive, Matrix.diagonal_mul]
  exact mul_inv_cancel_left₀ (hm i).ne' _
```

To leave room for complex eigenvalues, let $\mu$ and the components of $v$ be complex. Multiplying the generalised problem from the left by $v^\dagger$ gives

$$v^\dagger K v = \mu \sum_i m_i |v_i|^2 ,$$

while $K = D^{\mathsf T}D$ with $D$ real gives

$$v^\dagger K v = (Dv)^\dagger (Dv) = \sum_k |(Dv)_k|^2 .$$

Together,

$$\mu \sum_i m_i |v_i|^2 = \sum_k |(Dv)_k|^2 .$$

The vector need not be normalised. If it is scaled so that $\sum_i m_i|v_i|^2 = 1$, the eigenvalue is simply the sum of the squared jumps.

In Lean, `(naive m).map Complex.ofReal` is $A$ with its entries read as complex numbers, and `*ᵥ` is the product of a matrix with a vector. The step `hK` is the factorisation over the complex numbers, `hA` is the generalised problem written site by site, and `e` equates the two expressions for $v^\dagger K v$. The step `sq` replaces $z^* z$ by $|z|^2$.

```lean
/-- For positive masses, an eigenvalue times the mass-weighted norm of its eigenvector equals
the sum of the squared jumps of the eigenvector across the links. -/
theorem mass_weighted_rayleigh {N : ℕ} {m : Fin N → ℝ} (hm : ∀ i, 0 < m i) {μ : ℂ}
    {v : Fin N → ℂ} (h : (naive m).map Complex.ofReal *ᵥ v = μ • v) :
    μ * ((∑ i, m i * ‖v i‖ ^ 2 : ℝ) : ℂ) =
      ((∑ k, ‖((linkDiff N).map Complex.ofReal *ᵥ v) k‖ ^ 2 : ℝ) : ℂ) := by
  obtain ⟨d, hd⟩ : ∃ d, d = (linkDiff N).map Complex.ofReal := ⟨_, rfl⟩
  rw [← hd]
  have hK : (kinetic N).map Complex.ofReal = dᴴ * d := by
    rw [kinetic_eq, hd]
    ext i j
    simp [Matrix.mul_apply, Complex.ofReal_sum]
  -- the eigenvalue equation as a generalised problem `K v = μ m v`
  have hA : ∀ i, ((kinetic N).map Complex.ofReal *ᵥ v) i = μ * m i * v i := by
    intro i
    have hi := congrFun h i
    simp only [Matrix.mulVec, dotProduct, Matrix.map_apply, Pi.smul_apply, smul_eq_mul] at hi
    rw [← mass_mul_naive hm]
    simp only [Matrix.mulVec, dotProduct, Matrix.map_apply, Matrix.diagonal_mul,
      Complex.ofReal_mul, mul_assoc, ← Finset.mul_sum]
    rw [hi]
    ring
  have e : star v ⬝ᵥ ((kinetic N).map Complex.ofReal *ᵥ v) = star (d *ᵥ v) ⬝ᵥ (d *ᵥ v) := by
    rw [hK, ← Matrix.mulVec_mulVec, Matrix.dotProduct_mulVec (star v) dᴴ, Matrix.star_mulVec]
  have sq : ∀ z : ℂ, star z * z = ((‖z‖ ^ 2 : ℝ) : ℂ) := by
    intro z
    rw [← Complex.normSq_eq_norm_sq]
    exact Complex.normSq_eq_conj_mul_self.symm
  simp only [dotProduct, Pi.star_apply, hA, sq] at e
  rw [Complex.ofReal_sum, Complex.ofReal_sum, ← e, Finset.mul_sum]
  refine Finset.sum_congr rfl fun i _ => ?_
  rw [Complex.ofReal_mul, ← sq]
  ring
```

The right-hand side could vanish only if $v$ had no jump across any link. In that case $v_0 = v_0 - v_{-1} = 0$ because of the wall, then $v_1 = v_0 = 0$, and so on to the last site. Hence $Dv = 0$ implies $v = 0$.

The Lean proof is the same walk from the left wall, done by strong induction. Once all sites to the left of $i$ vanish, row $i$ of $Dv = 0$ has the single term $v_i$, which `Finset.sum_eq_single` isolates.

```lean
/-- An amplitude without jumps across any link, the walls included, vanishes. -/
theorem eq_zero_of_linkDiff {N : ℕ} {v : Fin N → ℂ}
    (h : (linkDiff N).map Complex.ofReal *ᵥ v = 0) : v = 0 := by
  have key : ∀ n (hn : n < N), v ⟨n, hn⟩ = 0 := by
    intro n
    induction n using Nat.strong_induction_on with
    | _ n ih =>
      intro hn
      obtain ⟨i, hi⟩ : ∃ i : Fin N, i = ⟨n, hn⟩ := ⟨_, rfl⟩
      have hin : i.val = n := by rw [hi]
      rw [← hi]
      have row := congrFun h i.castSucc
      simp only [Matrix.mulVec, dotProduct, Matrix.map_apply, linkDiff, Matrix.of_apply] at row
      -- sites to the left already vanish, so only site `i` contributes
      rw [Finset.sum_eq_single i] at row
      · simpa [Fin.ext_iff] using row
      · intro j _ hj
        by_cases hji : j.val < n
        · have hz : v j = 0 := ih j.val hji j.isLt
          rw [hz, mul_zero]
        · have h1 : i.castSucc ≠ j.castSucc := fun h =>
            hj (Fin.ext (congrArg Fin.val h).symm)
          have h2 : i.castSucc ≠ j.succ := fun h => by
            have e : i.val = j.val + 1 := congrArg Fin.val h
            omega
          rw [if_neg h1, if_neg h2]
          simp
      · simp
  funext i
  exact key i.val i.isLt
```

Now let $v \neq 0$ and write

$$S = \sum_i m_i|v_i|^2 > 0, \qquad T = \sum_k |(Dv)_k|^2 > 0 .$$

The identity $\mu S = T$ has real $S$ and $T$, so its imaginary and real parts are

$$S\,\operatorname{Im}\mu = 0, \qquad S\,\operatorname{Re}\mu = T .$$

It follows that $\operatorname{Im}\mu = 0$ and $\operatorname{Re}\mu = T/S > 0$.

The theorem says this for every complex number $\mu$ that has a nonzero complex eigenvector `v`. The steps `hS` and `hT` are the two positivity statements, and `him` and `hre` are the two parts of the identity.

```lean
/-- For positive masses, equal or not, every complex eigenvalue of the naive kinetic matrix is
real and positive. -/
theorem naive_eigenvalue_real_pos {N : ℕ} {m : Fin N → ℝ} (hm : ∀ i, 0 < m i) {μ : ℂ}
    {v : Fin N → ℂ} (hv : v ≠ 0) (h : (naive m).map Complex.ofReal *ᵥ v = μ • v) :
    μ.im = 0 ∧ 0 < μ.re := by
  have hS : 0 < ∑ i, m i * ‖v i‖ ^ 2 := by
    obtain ⟨i, hi⟩ := Function.ne_iff.mp hv
    exact Finset.sum_pos' (fun j _ => mul_nonneg (hm j).le (sq_nonneg _))
      ⟨i, Finset.mem_univ i, mul_pos (hm i) (pow_pos (norm_pos_iff.mpr hi) 2)⟩
  have hT : 0 < ∑ k, ‖((linkDiff N).map Complex.ofReal *ᵥ v) k‖ ^ 2 := by
    obtain ⟨k, hk⟩ := Function.ne_iff.mp (fun h0 => hv (eq_zero_of_linkDiff h0))
    exact Finset.sum_pos' (fun j _ => sq_nonneg _)
      ⟨k, Finset.mem_univ k, pow_pos (norm_pos_iff.mpr hk) 2⟩
  -- real and imaginary parts of the Rayleigh identity
  have e := mass_weighted_rayleigh hm h
  have hre := congrArg Complex.re e
  have him := congrArg Complex.im e
  rw [Complex.re_mul_ofReal, Complex.ofReal_re] at hre
  rw [Complex.im_mul_ofReal, Complex.ofReal_im] at him
  refine ⟨(mul_eq_zero.mp him).resolve_right hS.ne', ?_⟩
  by_contra hn
  have := mul_nonneg (neg_nonneg.mpr (not_lt.mp hn)) hS.le
  linarith
```

## Orthogonality with the mass as weight

The eigenvectors inherit their orthogonality from the generalised problem. Let $u$ and $v$ be real with $Au = \alpha u$, $Av = \beta v$ and $\alpha \neq \beta$; the eigenvalues $\alpha$ and $\beta$ are `a` and `b` in the code. Since $K$ is symmetric,

$$\beta \sum_i m_i u_i v_i = u^{\mathsf T} K v = v^{\mathsf T} K u = \alpha \sum_i m_i u_i v_i ,$$

so that $(\beta - \alpha)\sum_i m_i u_i v_i = 0$ and the sum vanishes. The weight is the site mass, whereas the usual overlap on a uniform grid is $\sum_i u_i v_i$.

Here `hK` turns each eigenvalue equation into its generalised form, `e` is the middle equality, and `l` and `r` pull the eigenvalues out of the sums.

```lean
/-- For positive masses, real eigenvectors of the naive kinetic matrix with different
eigenvalues are orthogonal in the inner product weighted by the mass. -/
theorem mass_weighted_orthogonality {N : ℕ} {m : Fin N → ℝ} (hm : ∀ i, 0 < m i) {a b : ℝ}
    (hab : a ≠ b) {u v : Fin N → ℝ} (hu : naive m *ᵥ u = a • u) (hv : naive m *ᵥ v = b • v) :
    ∑ i, m i * u i * v i = 0 := by
  have hK : ∀ (c : ℝ) (w : Fin N → ℝ), naive m *ᵥ w = c • w →
      kinetic N *ᵥ w = fun i => c * (m i * w i) := by
    intro c w h
    rw [← mass_mul_naive hm, ← Matrix.mulVec_mulVec, h]
    ext i
    rw [Matrix.mulVec_diagonal, Pi.smul_apply, smul_eq_mul]
    ring
  have e : u ⬝ᵥ (kinetic N *ᵥ v) = v ⬝ᵥ (kinetic N *ᵥ u) := by
    rw [Matrix.dotProduct_mulVec u, ← Matrix.mulVec_transpose, (kinetic_isSymm N).eq,
      dotProduct_comm]
  rw [hK b v hv, hK a u hu] at e
  simp only [dotProduct] at e
  have l : b * ∑ i, m i * u i * v i = ∑ i, u i * (b * (m i * v i)) := by
    rw [Finset.mul_sum]
    exact Finset.sum_congr rfl fun i _ => by ring
  have r : a * ∑ i, m i * u i * v i = ∑ i, v i * (a * (m i * u i)) := by
    rw [Finset.mul_sum]
    exact Finset.sum_congr rfl fun i _ => by ring
  have z : (b - a) * ∑ i, m i * u i * v i = 0 := by linear_combination l - r + e
  exact (mul_eq_zero.mp z).resolve_left (sub_ne_zero.mpr hab.symm)
```

## Masses on the links

The BenDaniel-Duke matrix is symmetric whatever the profile of link masses, because a diagonal matrix equals its own transpose:

$$B^{\mathsf T} = \left(D^{\mathsf T}\mathrm{diag}(1/M)\,D\right)^{\mathsf T} = D^{\mathsf T}\mathrm{diag}(1/M)\,D = B .$$

```lean
/-- The BenDaniel-Duke kinetic matrix is symmetric for every profile of link masses. -/
theorem benDanielDuke_isSymm {N : ℕ} (M : Fin (N + 1) → ℝ) : (benDanielDuke M).IsSymm := by
  unfold Matrix.IsSymm benDanielDuke
  rw [Matrix.transpose_mul, Matrix.transpose_mul, Matrix.transpose_transpose,
    Matrix.diagonal_transpose, Matrix.mul_assoc]
```

If every link and every site carries the same mass $c$, the factor $1/c$ can be taken out of both matrices:

$$B = \frac{1}{c}\,D^{\mathsf T}D = \frac{1}{c}\,K = A .$$

In a uniform material the two discretisations are thus the same matrix, and a comparison made there cannot tell them apart.

```lean
/-- For a uniform mass the BenDaniel-Duke and the naive kinetic matrices coincide. -/
theorem benDanielDuke_uniform (N : ℕ) (c : ℝ) :
    benDanielDuke (fun _ : Fin (N + 1) => c) = naive (fun _ : Fin N => c) := by
  simp only [benDanielDuke, naive, kinetic_eq, ← Matrix.smul_one_eq_diagonal, Matrix.mul_smul,
    Matrix.smul_mul, Matrix.mul_one, Matrix.one_mul]

end

end NaiveMassDiscretisation
```

```lean
#print axioms NaiveMassDiscretisation.naive_eigenvalue_real_pos
#print axioms NaiveMassDiscretisation.mass_weighted_orthogonality
#print axioms NaiveMassDiscretisation.benDanielDuke_isSymm
#print axioms NaiveMassDiscretisation.benDanielDuke_uniform
```

```
'NaiveMassDiscretisation.naive_eigenvalue_real_pos' depends on axioms: [propext, Classical.choice, Quot.sound]
'NaiveMassDiscretisation.mass_weighted_orthogonality' depends on axioms: [propext, Classical.choice, Quot.sound]
'NaiveMassDiscretisation.benDanielDuke_isSymm' depends on axioms: [propext, Classical.choice, Quot.sound]
'NaiveMassDiscretisation.benDanielDuke_uniform' depends on axioms: [propext, Classical.choice, Quot.sound]
```
